# Reality and marginals of the discrete Wigner function on a ring with an odd number of sites

For a complex wave function ψ on a ring of N sites, N odd, the discrete Wigner function is W(x,k) = (1/N) Σ_y ψ(x−y)* ψ(x+y) exp(−4πi ky/N), with all positions and momenta taken modulo N. The theorem `wigner_real_and_marginals` states that W is real, that its sum over k is |ψ(x)|², and that its sum over x is |φ(k)|²/N, where φ(k) = Σ_x ψ(x) exp(−2πi kx/N) is the unnormalised momentum amplitude. ψ itself need not be normalised; if Σ_x |ψ(x)|² = 1, the two marginals are the position and momentum probabilities. The attempt proves reality by the reflection y → −y, the position marginal by showing that only y = 0 survives the sum over k, and the momentum marginal by passing to the end points x − y and x + y, where the double sum factorises.

This version doesn't compile in Lean 4 with Mathlib:

```lean
import Mathlib

open ComplexConjugate

namespace DiscreteWigner

noncomputable section

variable {N : ℕ} [NeZero N]

/-- The lattice phase `exp(2πi a/N)` attached to a residue `a` modulo `N`. -/
def phase (a : ZMod N) : ℂ := ZMod.stdAddChar (N := N) a

/-- The discrete Wigner function of a state `ψ` on a ring of `N` sites, at position `x` and
crystal momentum `k`. -/
def wigner (ψ : ZMod N → ℂ) (x k : ZMod N) : ℂ :=
  (1 / (N : ℂ)) * ∑ y, conj (ψ (x - y)) * ψ (x + y) * phase (-(2 * k * y))

/-- The unnormalised crystal-momentum amplitude, the discrete Fourier sum of `ψ`. -/
def momentumAmplitude (ψ : ZMod N → ℂ) (k : ZMod N) : ℂ :=
  ∑ x, ψ x * phase (-(k * x))

/-- Phases multiply when their arguments are added. -/
theorem phase_add (a b : ZMod N) : phase (a + b) = phase a * phase b :=
  AddChar.map_add_eq_mul _ a b

/-- Complex conjugation reverses the argument of a phase. -/
theorem phase_conj (a : ZMod N) : conj (phase a) = phase (-a) :=
  (AddChar.map_neg_eq_conj _ a).symm

/-- Summing the Wigner phase over all crystal momenta gives `N` if `2y = 0` on the ring,
and zero otherwise. -/
theorem sum_phase (y : ZMod N) :
    ∑ k : ZMod N, phase (-(2 * k * y)) = if 2 * y = 0 then (N : ℂ) else 0 := by
  have h1 : ∑ k : ZMod N, phase (-(2 * k * y)) =
      ∑ k : ZMod N, ZMod.stdAddChar (N := N) (k * (-(2 * y))) :=
    Finset.sum_congr rfl fun k _ => congrArg phase (by ring)
  rw [h1, AddChar.sum_mulShift _ (ZMod.isPrimitive_stdAddChar N)]
  by_cases hy : 2 * y = 0 <;> simp [hy, ZMod.card]

omit [NeZero N] in
/-- On a ring with an odd number of sites, 2 has an inverse modulo `N`. -/
theorem exists_half (hN : Odd N) : ∃ h : ZMod N, 2 * h = 1 := by
  obtain ⟨m, hm⟩ := hN
  have h0 : ((2 * m + 1 : ℕ) : ZMod N) = 0 := by
    rw [← hm]
    exact ZMod.natCast_self N
  push_cast at h0
  exact ⟨-(m : ZMod N), by linear_combination -h0⟩

/-- For odd `N`, a double sum over centre `x` and displacement `y` is a double sum over the two
end points `x - y` and `x + y`. -/
theorem sum_centre_displacement (hN : Odd N) (F : ZMod N → ZMod N → ℂ) :
    ∑ x, ∑ y, F (x - y) (x + y) = ∑ u, ∑ v, F u v := by
  obtain ⟨h, hh⟩ := exists_half hN
  let e : ZMod N × ZMod N ≃ ZMod N × ZMod N :=
    { toFun := fun p => (p.1 - p.2, p.1 + p.2)
      invFun := fun q => (h * (q.1 + q.2), h * (q.2 - q.1))
      left_inv := fun p => Prod.ext
        (by dsimp only; linear_combination p.1 * hh)
        (by dsimp only; linear_combination p.2 * hh)
      right_inv := fun q => Prod.ext
        (by dsimp only; linear_combination q.1 * hh)
        (by dsimp only; linear_combination q.2 * hh) }
  rw [← Fintype.sum_prod_type', ← Fintype.sum_prod_type']
  exact Fintype.sum_equiv e _ _ fun p => rfl

/-- For any `N`, the sum of the Wigner function over crystal momentum keeps exactly the
displacements with `2y = 0`. -/
theorem sum_momentum (ψ : ZMod N → ℂ) (x : ZMod N) :
    ∑ k, wigner ψ x k = ∑ y, if 2 * y = 0 then conj (ψ (x - y)) * ψ (x + y) else 0 := by
  have hN0 : (N : ℂ) ≠ 0 := Nat.cast_ne_zero.mpr (NeZero.ne N)
  unfold wigner
  rw [← Finset.mul_sum, Finset.sum_comm, Finset.mul_sum]
  refine Finset.sum_congr rfl fun y _ => ?_
  rw [← Finset.mul_sum, sum_phase]
  split_ifs
  · field_simp
  · simp

/-- For odd `N` the discrete Wigner function is real, its sum over crystal momentum is the position
density, and its sum over position is the squared modulus of the unnormalised crystal-momentum
amplitude, divided by `N`. -/
theorem wigner_real_and_marginals (hN : Odd N) (ψ : ZMod N → ℂ) :
    (∀ x k, (wigner ψ x k).im = 0) ∧
    (∀ x, ∑ k, wigner ψ x k = (‖ψ x‖ : ℂ) ^ 2) ∧
    (∀ k, ∑ x, wigner ψ x k = (‖momentumAmplitude ψ k‖ : ℂ) ^ 2 / N) := by
  refine ⟨fun x k => ?_, fun x => ?_, fun k => ?_⟩
  · -- conjugation is undone by the reflection y → -y
    rw [← Complex.conj_eq_iff_im]
    unfold wigner
    rw [map_mul, map_sum]
    congr 1
    · simp
    · rw [← Equiv.sum_comp (Equiv.neg (ZMod N))]
      refine Finset.sum_congr rfl fun y _ => ?_
      simp only [Equiv.neg_apply, map_mul, Complex.conj_conj, phase_conj]
      rw [show x - -y = x + y by ring, show x + -y = x - y by ring,
        show - -(2 * k * -y) = -(2 * k * y) by ring]
      ring
  · -- only the displacement y = 0 survives
    obtain ⟨h, hh⟩ := exists_half hN
    rw [sum_momentum, Finset.sum_eq_single 0]
    · simp [Complex.conj_mul']
    · intro y _ hy
      exact if_neg fun h2 => hy (by linear_combination h * h2 - y * hh)
    · simp
  · -- in end-point coordinates the double sum factorises
    have hF := sum_centre_displacement hN
      (fun u v => conj (ψ u * phase (-(k * u))) * (ψ v * phase (-(k * v))))
    rw [← Finset.sum_mul_sum, ← map_sum] at hF
    change _ = conj (momentumAmplitude ψ k) * momentumAmplitude ψ k at hF
    rw [Complex.conj_mul'] at hF
    unfold wigner
    rw [← Finset.mul_sum, ← hF, div_eq_mul_one_div, mul_comm]
    congr 1
    refine Finset.sum_congr rfl fun x _ => Finset.sum_congr rfl fun y _ => ?_
    rw [map_mul, phase_conj,
      show -(2 * k * y) = - -(k * (x - y)) + -(k * (x + y)) by ring, phase_add]
    ring

end

end DiscreteWigner
```

Messages:

```
Main.lean:108:2: error: unsolved goals
case refine_3.e_a
N : ℕ
inst✝ : NeZero N
hN : Odd N
ψ : ZMod N → ℂ
k : ZMod N
hF :
  ∑ x, ∑ y, (starRingEnd ℂ) (ψ (x - y) * phase (-(k * (x - y)))) * (ψ (x + y) * phase (-(k * (x + y)))) =
    ↑‖momentumAmplitude ψ k‖ ^ 2
⊢ 1 * (1 / ↑N) = (↑N)⁻¹
```

After these edits no error is left:

```diff
@@ -113,5 +113,5 @@
     rw [Complex.conj_mul'] at hF
     unfold wigner
-    rw [← Finset.mul_sum, ← hF, div_eq_mul_one_div, mul_comm]
+    rw [← Finset.mul_sum, ← hF, one_div_mul_eq_div]
     congr 1
     refine Finset.sum_congr rfl fun x _ => Finset.sum_congr rfl fun y _ => ?_
```

Diagnosis. The error is in the third part, the momentum marginal: the goal `1 * (1 / ↑N) = (↑N)⁻¹` is left unproved. It is true, but no step deals with it.

After `← hF` the goal has the form `1 / N * S = D / N`, with `S` and `D` double sums. The rewrite `div_eq_mul_one_div` was needed on the right, but the first division it meets is the `1 / N` on the left, which it turns into `1 * (1 / N)`. `mul_comm` then makes the left side `S * (1 * (1 / N))`, while the right is still `D / N`. `congr 1` matches this division as a product with `N⁻¹`, and so leaves two goals: `S = D`, which the remaining lines prove, and the equality of the factors, which is the one reported.

The repair replaces both rewrites by `one_div_mul_eq_div`, which turns `1 / N * S` into `S / N`. Both sides are now divisions by the same `N`, so `congr 1` leaves only `S = D`.
